# Child's law for a planar ballistic diode with zero cathode field

Electrons leave a cathode at rest and cross a planar vacuum gap to an anode held at a higher potential. Their charge lowers the field at the cathode. If the cathode can supply enough of them, the current grows until that field is zero. What current density \(J\) then flows at a given anode potential and gap length \(L\)?

Let the carriers have charge magnitude \(q\), mass \(m\), speed \(v(x)\) and number density \(n(x)\), with the cathode at \(x=0\), and let \(\varepsilon\) be the permittivity. The potential \(\varphi\) is measured from the cathode, with its sign chosen so that \(q\varphi\) is the kinetic energy gained. Its slope is \(F=\varphi'\). For positive \(J,\varepsilon,q,m,L\) and \(\varphi(0)=F(0)=0\), the answer is

\[
J=\frac{4\varepsilon}{9}\sqrt{\frac{2q}{m}}\;\frac{\varphi(L)^{3/2}}{L^2}.
\]

This one-dimensional, steady, collisionless and non-relativistic solution can serve as a reference for testing a particle or Poisson solver in the same limit.

## Integrating the space-charge equation

Energy conservation, current conservation and Poisson's equation read

\[
\tfrac12 mv^2=q\varphi,\qquad qnv=J,\qquad F'=\frac{qn}{\varepsilon}.
\]

The first gives \(v=\sqrt{2q\varphi/m}\), and the second gives \(qn=J/v\). Hence

\[
\varphi''=\frac{k}{\sqrt{\varphi}},\qquad k=\frac{J}{\varepsilon}\sqrt{\frac{m}{2q}}.
\]

Inside the gap,

\[
\frac{d}{dx}\left(F^2-4k\sqrt\varphi\right)=2F\frac{k}{\sqrt\varphi}-4k\frac{F}{2\sqrt\varphi}=0 .
\]

The bracket vanishes at the cathode, so \(F^2=4k\sqrt\varphi\). Since \(F'>0\) and \(F(0)=0\), the slope is not negative, and \(F=2\sqrt k\,\varphi^{1/4}\). Therefore

\[
\frac{d}{dx}\varphi^{3/4}=\tfrac34\varphi^{-1/4}F=\tfrac32\sqrt k,
\qquad \varphi^{3/4}=\tfrac32\sqrt k\,x,
\qquad \varphi=\left(\frac{3\sqrt k\,x}{2}\right)^{4/3}.
\]

Squaring the middle equation at \(x=L\) gives \(\varphi(L)^{3/2}=9kL^2/4\), that is, \(k=4\varphi(L)^{3/2}/(9L^2)\). Substituting this into \(J=\varepsilon k\sqrt{2q/m}\) gives the current density. The anode slope follows from \(\sqrt k=2\varphi(L)^{3/4}/(3L)\):

\[
F(L)=2\sqrt k\,\varphi(L)^{1/4}=\frac43\,\frac{\varphi(L)}{L},
\]

which is four thirds of the slope in an empty gap at the same voltage.

Conversely, put \(u=3\sqrt k\,x/2\) and \(\varphi=u^{4/3}\). Then \(\varphi'=2\sqrt k\,u^{1/3}\) and \(\varphi''=k\,u^{-2/3}=k/\sqrt\varphi\), so the profile does solve the equation.

For a numerical instance in dimensionless units, take \(k=4\) and \(L=8/3\). Then \(\varphi(x)=(3x)^{4/3}\) and \(\varphi(L)=8^{4/3}=16\). The formula for \(k\) returns \(4\cdot64/(9\cdot64/9)=4\). The anode slope is \(2\cdot2\cdot16^{1/4}=8\), and the mean slope is \(16/(8/3)=6\), in the ratio \(4/3\).

## The reduced problem and the diode in Lean

```lean
import Mathlib

open Set

namespace ChildLaw
```

The first structure states the equation for \(\varphi\) alone. `Icc`, `Ioc` and `Ioo` are the intervals \([0,L]\), \((0,L]\) and \((0,L)\). Derivatives are required only strictly inside the gap, where `HasDerivAt` is an ordinary two-sided derivative; continuity carries \(\varphi\) and \(F\) to the electrodes. No second derivative is needed at the cathode, where \(k/\sqrt\varphi\) diverges.

```lean
/-- The reduced space-charge problem `φ'' = k / √φ` in a gap of length `L`: the potential `φ` and
its slope `F` vanish at the cathode `x = 0`, and `φ` is positive beyond it. -/
structure SpaceChargeProfile (k L : ℝ) (φ F : ℝ → ℝ) : Prop where
  cont_pot : ContinuousOn φ (Icc 0 L)
  cont_slope : ContinuousOn F (Icc 0 L)
  pot_zero : φ 0 = 0
  slope_zero : F 0 = 0
  pos : ∀ x ∈ Ioc 0 L, 0 < φ x
  deriv_pot : ∀ x ∈ Ioo 0 L, HasDerivAt φ (F x) x
  poisson : ∀ x ∈ Ioo 0 L, HasDerivAt F (k / √(φ x)) x
```

The second structure holds the physical laws. Speed and density are constrained only for \(x>0\), because the density grows without bound as the carriers' speed tends to zero at the cathode. The field `slope_zero` is a postulate: it stands for an emitter that supplies carriers until their charge has cancelled the cathode field. The energy law is non-relativistic and gives all carriers at one position the same speed, so a thermal spread of emission speeds is excluded.

```lean
/-- Collisionless flow of carriers with charge magnitude `q`, mass `m`, speed `v` and number
density `n` across a gap of length `L` and permittivity `ε`, at current density `J`. The carriers
obey energy conservation, current conservation and Poisson's equation, and the potential `φ` and
its slope `F` vanish at the cathode. The domain is `ε ≠ 0`. -/
structure BallisticDiode (J ε q m L : ℝ) (φ F v n : ℝ → ℝ) : Prop where
  cont_pot : ContinuousOn φ (Icc 0 L)
  cont_slope : ContinuousOn F (Icc 0 L)
  pot_zero : φ 0 = 0
  slope_zero : F 0 = 0
  deriv_pot : ∀ x ∈ Ioo 0 L, HasDerivAt φ (F x) x
  poisson : ∀ x ∈ Ioo 0 L, HasDerivAt F (q * n x / ε) x
  speed_pos : ∀ x ∈ Ioc 0 L, 0 < v x
  energy : ∀ x ∈ Ioc 0 L, m * v x ^ 2 / 2 = q * φ x
  current : ∀ x ∈ Ioc 0 L, q * n x * v x = J
```

Three definitions name the constant \(k\), the profile and its slope. The exponents are real powers.

```lean
/-- The constant `k = (J / ε) √(m / (2 q))` of the reduced problem, for positive `ε, q, m`. -/
noncomputable def diodeConstant (J ε q m : ℝ) : ℝ := J / ε * √(m / (2 * q))

/-- The four-thirds-power potential `(3 √k x / 2) ^ (4/3)`, for `k, x ≥ 0`. -/
noncomputable def childPotential (k x : ℝ) : ℝ := (3 * √k * x / 2) ^ (4 / 3 : ℝ)

/-- The one-third-power slope `2 √k (3 √k x / 2) ^ (1/3)`, for `k, x ≥ 0`. -/
noncomputable def childSlope (k x : ℝ) : ℝ := 2 * √k * (3 * √k * x / 2) ^ (1 / 3 : ℝ)
```

## From constant slopes to the four-thirds power

Both integrations by hand end with a quantity whose derivative is constant. The next lemma treats them together: by the mean value theorem, such a quantity is \(f(0)+cx\).

```lean
/-- A quantity continuous on the closed gap with constant slope `c` inside it is affine. -/
theorem affine_of_slope {f : ℝ → ℝ} {c L x : ℝ} (hf : ContinuousOn f (Icc 0 L))
    (hd : ∀ y ∈ Ioo 0 L, HasDerivAt f c y) (hx : x ∈ Icc 0 L) : f x = f 0 + c * x := by
  rcases eq_or_lt_of_le hx.1 with h | h
  · rw [← h]; ring
  · obtain ⟨y, _, e⟩ := exists_hasDerivAt_eq_slope f (fun _ => c) h
      (hf.mono (Icc_subset_Icc_right hx.2)) (fun y hy => hd y ⟨hy.1, hy.2.trans_le hx.2⟩)
    have e' : c = (f x - f 0) / (x - 0) := e
    rw [sub_zero, eq_div_iff h.ne'] at e'
    linarith
```

In `slope_eq` the lemma is applied with \(c=0\) to \(F^2-4k\sqrt\varphi\). The call to `congr_deriv` replaces the derivative found by the product and chain rules with the value zero, and `ring` checks the cancellation. A second use of the mean value theorem writes \(F(x)\) as \(x\,k/\sqrt{\varphi(y)}\) for some \(y\) between \(0\) and \(x\), which gives \(F(x)\ge0\). Two non-negative numbers with equal squares are equal, and this selects the positive root.

```lean
/-- For `k > 0` the slope of the potential is `F = 2 √k φ ^ (1/4)` throughout the gap. -/
theorem slope_eq {k L x : ℝ} {φ F : ℝ → ℝ} (hk : 0 < k) (h : SpaceChargeProfile k L φ F)
    (hx : x ∈ Ioc 0 L) : F x = 2 * √k * φ x ^ (1 / 4 : ℝ) := by
  have hφ : 0 ≤ φ x := (h.pos x hx).le
  -- the first integral of Poisson's equation
  have e : F x * F x - 4 * k * √(φ x) = F 0 * F 0 - 4 * k * √(φ 0) + 0 * x :=
    affine_of_slope (f := fun y => F y * F y - 4 * k * √(φ y))
      ((h.cont_slope.mul h.cont_slope).sub (continuousOn_const.mul h.cont_pot.sqrt))
      (fun y hy => (((h.poisson y hy).fun_mul (h.poisson y hy)).fun_sub
        (((h.deriv_pot y hy).sqrt (h.pos y (Ioo_subset_Ioc_self hy)).ne').const_mul
          (4 * k))).congr_deriv (by ring)) (Ioc_subset_Icc_self hx)
  rw [h.slope_zero, h.pot_zero, Real.sqrt_zero] at e
  -- the slope grows from zero, which selects the positive root
  have hF : 0 ≤ F x := by
    obtain ⟨y, hy, d⟩ := exists_hasDerivAt_eq_slope F (fun y => k / √(φ y)) hx.1
      (h.cont_slope.mono (Icc_subset_Icc_right hx.2))
      (fun y hy => h.poisson y ⟨hy.1, hy.2.trans_le hx.2⟩)
    have d' : k / √(φ y) = (F x - F 0) / (x - 0) := d
    rw [h.slope_zero, sub_zero, sub_zero, eq_div_iff hx.1.ne'] at d'
    rw [← d']
    exact mul_nonneg (div_nonneg hk.le (Real.sqrt_nonneg _)) hx.1.le
  have h4 : (φ x ^ (1 / 4 : ℝ)) ^ 2 = √(φ x) := by
    rw [Real.sqrt_eq_rpow, ← Real.rpow_natCast, ← Real.rpow_mul hφ]
    norm_num
  refine (sq_eq_sq₀ hF (by positivity)).1 ?_
  rw [mul_pow, mul_pow, h4, Real.sq_sqrt hk.le]
  linarith
```

Now the constant slope is \(\tfrac32\sqrt k\) and the quantity is \(\varphi^{3/4}\). The identity `h1` is the cancellation \(\varphi^{1/4}\varphi^{-1/4}=1\), valid inside the gap because \(\varphi>0\) there.

```lean
/-- For `k > 0` the power `φ ^ (3/4)` of the potential grows linearly from the cathode. -/
theorem pot_rpow_eq {k L x : ℝ} {φ F : ℝ → ℝ} (hk : 0 < k) (h : SpaceChargeProfile k L φ F)
    (hx : x ∈ Icc 0 L) : φ x ^ (3 / 4 : ℝ) = 3 / 2 * √k * x := by
  have e : φ x ^ (3 / 4 : ℝ) = φ 0 ^ (3 / 4 : ℝ) + 3 / 2 * √k * x := by
    refine affine_of_slope (f := fun y => φ y ^ (3 / 4 : ℝ))
      (h.cont_pot.rpow_const (fun _ _ => Or.inr (by norm_num))) (fun y hy => ?_) hx
    have hp := h.pos y (Ioo_subset_Ioc_self hy)
    refine ((h.deriv_pot y hy).rpow_const (Or.inl hp.ne')).congr_deriv ?_
    have h1 : φ y ^ (1 / 4 : ℝ) * φ y ^ (3 / 4 - 1 : ℝ) = 1 := by
      rw [← Real.rpow_add hp]
      norm_num
    rw [slope_eq hk h (Ioo_subset_Ioc_self hy)]
    linear_combination (3 / 2 * √k) * h1
  rw [e, h.pot_zero, Real.zero_rpow (by norm_num), zero_add]
```

The anode slope combines the two preceding results with \(\varphi^{1/4}\varphi^{3/4}=\varphi\).

```lean
/-- For `k, L > 0` the slope of the potential at the anode is `4/3` of the mean slope
`φ(L) / L`. -/
theorem anode_slope {k L : ℝ} {φ F : ℝ → ℝ} (hk : 0 < k) (hL : 0 < L)
    (h : SpaceChargeProfile k L φ F) : F L = 4 / 3 * (φ L / L) := by
  have hp : φ L ^ (1 / 4 : ℝ) * φ L ^ (3 / 4 : ℝ) = φ L := by
    rw [← Real.rpow_add (h.pos L ⟨hL, le_rfl⟩)]
    norm_num
  have e := pot_rpow_eq hk h ⟨hL.le, le_rfl⟩
  rw [← mul_div_assoc, eq_div_iff hL.ne', slope_eq hk h ⟨hL, le_rfl⟩]
  linear_combination 4 / 3 * hp - 4 / 3 * φ L ^ (1 / 4 : ℝ) * e
```

The reduced law has two parts: the potential equals `childPotential k x` on the whole closed gap, and \(k\) is fixed by \(\varphi(L)\) and \(L\). The first part raises the linear law to the power \(4/3\); the second squares it at the anode.

```lean
/-- For `k, L > 0` the reduced problem forces the four-thirds-power potential, and `k` is fixed by
the anode potential and the gap length. -/
theorem reduced_child_law {k L : ℝ} {φ F : ℝ → ℝ} (hk : 0 < k) (hL : 0 < L)
    (h : SpaceChargeProfile k L φ F) :
    (∀ x ∈ Icc 0 L, φ x = childPotential k x) ∧
      k = 4 * φ L ^ (3 / 2 : ℝ) / (9 * L ^ 2) := by
  have hφ : ∀ x ∈ Icc 0 L, 0 ≤ φ x := fun x hx => by
    rcases eq_or_lt_of_le hx.1 with h0 | h0
    · rw [← h0, h.pot_zero]
    · exact (h.pos x ⟨h0, hx.2⟩).le
  constructor
  · intro x hx
    have e : 3 * √k * x / 2 = φ x ^ (3 / 4 : ℝ) := by
      rw [pot_rpow_eq hk h hx]; ring
    rw [childPotential, e, ← Real.rpow_mul (hφ x hx)]
    norm_num
  · have h2 : φ L ^ (3 / 2 : ℝ) = (φ L ^ (3 / 4 : ℝ)) ^ 2 := by
      rw [← Real.rpow_natCast, ← Real.rpow_mul (hφ L ⟨hL.le, le_rfl⟩)]
      norm_num
    rw [h2, pot_rpow_eq hk h ⟨hL.le, le_rfl⟩, eq_div_iff (by positivity)]
    linear_combination (-(9 * L ^ 2)) * Real.sq_sqrt hk.le
```

## Restoring charge, mass and permittivity

In `source_eq` the symbols `φ`, `v` and `n` are numbers, the values at a single point. Energy conservation gives \(\varphi=(m/2q)v^2\), so \(\sqrt\varphi=\sqrt{m/(2q)}\,v\), and the two forms of the Poisson source agree.

```lean
/-- For positive `ε, q, m` and speed `v`, energy and current conservation turn the source `q n / ε`
of Poisson's equation into `k / √φ`. -/
theorem source_eq {J ε q m φ v n : ℝ} (hε : 0 < ε) (hq : 0 < q) (hm : 0 < m) (hv : 0 < v)
    (energy : m * v ^ 2 / 2 = q * φ) (current : q * n * v = J) :
    q * n / ε = diodeConstant J ε q m / √φ := by
  have hφ : φ = m / (2 * q) * v ^ 2 := by
    rw [div_mul_eq_mul_div, eq_div_iff (by positivity)]
    linarith
  have hs : 0 < √(m / (2 * q)) := Real.sqrt_pos.2 (by positivity)
  rw [diodeConstant, hφ, Real.sqrt_mul (by positivity), Real.sqrt_sq hv.le, ← current]
  generalize √(m / (2 * q)) = s at hs ⊢
  field_simp
```

The main theorem first builds a `SpaceChargeProfile` from the diode. Positivity of \(\varphi\) is derived here: \(q\varphi=mv^2/2>0\). The reduced law then applies, and the closing `calc` multiplies \(k\) by \(\varepsilon\sqrt{2q/m}\) to recover \(J\).

```lean
/-- **Child's law**: in a ballistic diode with positive `J, ε, q, m, L` the potential follows the
four-thirds power of the distance, and the current density is
`J = (4 ε / 9) √(2 q / m) φ(L) ^ (3/2) / L ^ 2`. -/
theorem child_law {J ε q m L : ℝ} {φ F v n : ℝ → ℝ} (hJ : 0 < J) (hε : 0 < ε) (hq : 0 < q)
    (hm : 0 < m) (hL : 0 < L) (h : BallisticDiode J ε q m L φ F v n) :
    (∀ x ∈ Icc 0 L, φ x = childPotential (diodeConstant J ε q m) x) ∧
      J = 4 * ε / 9 * √(2 * q / m) * φ L ^ (3 / 2 : ℝ) / L ^ 2 := by
  have hs : 0 < √(m / (2 * q)) := Real.sqrt_pos.2 (by positivity)
  have hk : 0 < diodeConstant J ε q m := mul_pos (div_pos hJ hε) hs
  -- eliminate speed and density
  have p : SpaceChargeProfile (diodeConstant J ε q m) L φ F :=
    { cont_pot := h.cont_pot
      cont_slope := h.cont_slope
      pot_zero := h.pot_zero
      slope_zero := h.slope_zero
      pos := fun x hx => by
        have hv := h.speed_pos x hx
        have h1 : 0 < q * φ x := by
          rw [← h.energy x hx]; positivity
        exact pos_of_mul_pos_right h1 hq.le
      deriv_pot := h.deriv_pot
      poisson := fun x hx => by
        have hx' := Ioo_subset_Ioc_self hx
        exact (h.poisson x hx).congr_deriv
          (source_eq hε hq hm (h.speed_pos x hx') (h.energy x hx') (h.current x hx')) }
  obtain ⟨hprof, hc⟩ := reduced_child_law hk hL p
  refine ⟨hprof, ?_⟩
  -- restore the physical constants
  have hi : √(2 * q / m) = (√(m / (2 * q)))⁻¹ := by
    rw [← Real.sqrt_inv, inv_div]
  rw [diodeConstant] at hc
  rw [hi]
  generalize √(m / (2 * q)) = s at hs hc ⊢
  calc J = J / ε * s * (ε * s⁻¹) := by field_simp
    _ = 4 * φ L ^ (3 / 2 : ℝ) / (9 * L ^ 2) * (ε * s⁻¹) := by rw [hc]
    _ = 4 * ε / 9 * s⁻¹ * φ L ^ (3 / 2 : ℝ) / L ^ 2 := by ring
```

The theorem gives the current when the cathode slope is zero; it does not compare that current with others. A different model would prescribe a slope \(F(0)=F_0\ge0\). The first integral becomes \(F^2=F_0^2+4k\sqrt\varphi\), and the gap length is

\[
L=\int_0^{\varphi(L)}\frac{d\varphi}{\sqrt{F_0^2+4k\sqrt\varphi}} .
\]

For \(F_0>0\) the profile is no longer a pure power. At fixed \(L\) and \(\varphi(L)\), a larger \(F_0\) requires a smaller \(k\), hence a smaller current, so within this family zero slope gives the largest one. This comparison is an informal argument and has no theorem in the file.

## An explicit diode for every positive current

The converse differentiates the four-thirds power twice. In the proof, `hu` is the derivative of \(u=3\sqrt k\,x/2\), and the last bullet is the computation \(\varphi''=k\,u^{-2/3}\).

```lean
/-- Conversely, for `k > 0` the four-thirds-power potential solves the reduced problem. -/
theorem childPotential_profile {k : ℝ} (L : ℝ) (hk : 0 < k) :
    SpaceChargeProfile k L (childPotential k) (childSlope k) := by
  have hs : 0 < √k := Real.sqrt_pos.2 hk
  have hc : Continuous (fun y : ℝ => 3 * √k * y / 2) := by fun_prop
  have hu : ∀ x : ℝ, HasDerivAt (fun y : ℝ => 3 * √k * y / 2) (3 * √k / 2) x := fun x =>
    (((hasDerivAt_id' x).const_mul (3 * √k)).div_const 2).congr_deriv (by ring)
  have hp : ∀ x : ℝ, 0 < x → 0 < 3 * √k * x / 2 := fun x hx => by positivity
  refine ⟨?_, ?_, ?_, ?_, ?_, ?_, ?_⟩
  · exact (hc.rpow_const (fun _ => Or.inr (by norm_num))).continuousOn
  · exact (continuous_const.mul
      (hc.rpow_const (fun _ => Or.inr (by norm_num)))).continuousOn
  · rw [childPotential, mul_zero, zero_div, Real.zero_rpow (by norm_num)]
  · rw [childSlope, mul_zero, zero_div, Real.zero_rpow (by norm_num), mul_zero]
  · exact fun x hx => Real.rpow_pos_of_pos (hp x hx.1) _
  · intro x hx
    refine ((hu x).rpow_const (Or.inl (hp x hx.1).ne')).congr_deriv ?_
    rw [childSlope, show (4 / 3 - 1 : ℝ) = 1 / 3 by norm_num]
    ring
  · intro x hx
    have h0 := hp x hx.1
    refine (((hu x).rpow_const (Or.inl h0.ne')).const_mul (2 * √k)).congr_deriv ?_
    rw [childPotential, Real.sqrt_eq_rpow ((3 * √k * x / 2) ^ (4 / 3 : ℝ)),
      ← Real.rpow_mul h0.le, show (4 / 3 * (1 / 2) : ℝ) = 2 / 3 by norm_num,
      show (1 / 3 - 1 : ℝ) = -(2 / 3) by norm_num, Real.rpow_neg h0.le, div_eq_mul_inv k]
    linear_combination ((3 * √k * x / 2) ^ (2 / 3 : ℝ))⁻¹ * Real.sq_sqrt hk.le
```

Adding the speed \(\sqrt{2q\varphi/m}\) and the density \(J/(qv)\) gives a full `BallisticDiode`, so the assumptions of `child_law` are consistent for all positive constants. The proof checks the energy and current laws directly and uses `source_eq` in reverse to return from \(k/\sqrt\varphi\) to \(qn/\varepsilon\). At \(x=0\) the density formula divides by zero, but the structure places no condition on it there.

```lean
/-- For positive `J, ε, q, m` the four-thirds-power potential, with speed `√(2 q φ / m)` and
density `J / (q v)`, is a ballistic diode. -/
theorem ballisticDiode_witness {J ε q m : ℝ} (L : ℝ) (hJ : 0 < J) (hε : 0 < ε) (hq : 0 < q)
    (hm : 0 < m) :
    BallisticDiode J ε q m L (childPotential (diodeConstant J ε q m))
      (childSlope (diodeConstant J ε q m))
      (fun x => √(2 * q * childPotential (diodeConstant J ε q m) x / m))
      (fun x => J / (q * √(2 * q * childPotential (diodeConstant J ε q m) x / m))) := by
  have hk : 0 < diodeConstant J ε q m :=
    mul_pos (div_pos hJ hε) (Real.sqrt_pos.2 (by positivity))
  have p := childPotential_profile L hk
  generalize childPotential (diodeConstant J ε q m) = φ at p ⊢
  have hv : ∀ x ∈ Ioc 0 L, 0 < √(2 * q * φ x / m) := fun x hx => by
    have := p.pos x hx
    exact Real.sqrt_pos.2 (by positivity)
  have he : ∀ x ∈ Ioc 0 L, m * √(2 * q * φ x / m) ^ 2 / 2 = q * φ x := fun x hx => by
    have := p.pos x hx
    rw [Real.sq_sqrt (by positivity)]
    field_simp
  have hc : ∀ x ∈ Ioc 0 L,
      q * (J / (q * √(2 * q * φ x / m))) * √(2 * q * φ x / m) = J := fun x hx => by
    have h1 := hv x hx
    generalize √(2 * q * φ x / m) = w at h1 ⊢
    field_simp
  exact ⟨p.cont_pot, p.cont_slope, p.pot_zero, p.slope_zero, p.deriv_pot,
    fun x hx => (p.poisson x hx).congr_deriv
      (source_eq hε hq hm (hv x (Ioo_subset_Ioc_self hx)) (he x (Ioo_subset_Ioc_self hx))
        (hc x (Ioo_subset_Ioc_self hx))).symm, hv, he, hc⟩

end ChildLaw
```

```lean
#print axioms ChildLaw.anode_slope
#print axioms ChildLaw.child_law
```

```
'ChildLaw.anode_slope' depends on axioms: [propext, Classical.choice, Quot.sound]
'ChildLaw.child_law' depends on axioms: [propext, Classical.choice, Quot.sound]
```
